# Above the small-component block, a contracted spinor keeps its energy only if the basis spans its small component

I'm contracting a Gaussian basis for four-component calculations on a heavy atom. From the uncontracted run I keep the large component $\varphi$ of one orbital as a single contracted function, and I generate its small-component partner as $\sigma\cdot p\,\varphi$. The level then comes out below the uncontracted one. Shouldn't a smaller basis raise the energy? Is the small function to blame, and would anything other than the atomic small component $\chi$ repair it?

## A missing small component lowers the level

The small function is to blame. Suppose the one-electron Hamiltonian, including any mean field, is kept fixed, and the uncontracted energy $E$ lies above every eigenvalue of its small-component block. With $\varphi$ as the only large function, the highest level is then at most $E$, and it equals $E$ exactly when the small-component space contains $\chi$. Extra small functions do no harm, but they restore the level only if $\chi$ is a linear combination of the small functions in the basis. Leaving the small component uncontracted achieves this too.

Write the uncontracted problem as

$$H=\begin{pmatrix}A&B\\B^\dagger&D\end{pmatrix},\qquad A\varphi+B\chi=E\varphi,\qquad B^\dagger\varphi+D\chi=E\chi,$$

with $A$ and $D$ Hermitian and $\psi=(\varphi,\chi)$. Let $W$ be the chosen small-component space. A trial spinor is $x=(a\varphi,w)$ with $a$ a complex number and $w\in W$. Put $\delta=w-a\chi$ and $\eta=x-a\psi=(0,\delta)$. Since $(H-E)\psi=0$ and $H$ is Hermitian,

$$\langle (H-E)x,x\rangle=\langle (H-E)\eta,a\psi\rangle+\langle (H-E)\eta,\eta\rangle=\langle (H-E)\eta,\eta\rangle .$$

Because $\eta$ has no large component, $H\eta=(B\delta,D\delta)$, and so

$$\langle Hx,x\rangle-E\|x\|^2=\langle D\delta,\delta\rangle-E\|\delta\|^2 .$$

If $\delta\neq0$, let $d$ be the largest eigenvalue of $D$. The right side is at most $-(E-d)\|\delta\|^2<0$. An error in the small component therefore pulls the energy down.

Now let $J$ embed the trial space in the full space, and let $u=(a\varphi,w)$ be a normalised eigenvector of $J^\dagger HJ$ for its largest eigenvalue $\mu$. Then $\mu=\langle J^\dagger HJu,u\rangle=\langle Hu,u\rangle\le E$. If $\mu=E$, then $w=a\chi$. Here $a\neq0$, since otherwise $u=0$, so $\chi=w/a\in W$. Conversely, if $\chi\in W$, then $\psi$ is in the trial space and $J^\dagger HJ\psi=E\psi$. Hence $E\le\mu$, and the two are equal.

The second eigenvalue equation also determines the partner of $\varphi$: $(E-D)\chi=B^\dagger\varphi$, where $E-D$ is invertible by the gap. For the Dirac operator with potential $V$, speed of light $c$ and the rest energy subtracted, $B=c\,\sigma\cdot p$ and $D=V-2c^2$ in atomic units. So $\chi=(E-V+2c^2)^{-1}c\,\sigma\cdot p\,\varphi$, which is not a multiple of $\sigma\cdot p\,\varphi$ where $V$ varies strongly, as it does near a nucleus.

## Two small functions, one wrong direction

Take $A=1$, $B=(2,0)$ and $D=-2I$ on a two-dimensional small space. The normalised eigenvector $(2,1,0)/\sqrt5$ has $E=2$, so $\chi$ points along the first small direction. Let $W$ be spanned by $(\cos\theta,\sin\theta)$. The compressed matrix and its largest eigenvalue are

$$\begin{pmatrix}1&2\cos\theta\\2\cos\theta&-2\end{pmatrix},\qquad \mu=\tfrac12\left(-1+\sqrt{9+16\cos^2\theta}\right).$$

At $\theta=0$ this gives $2$, at $45^\circ$ about $1.56$, and at $90^\circ$ it gives $1$.

Without any gap condition the bound fails. The matrix $\begin{pmatrix}1&2\\2&-2\end{pmatrix}$ also has $E=-3$, with eigenvector $(1,-2)/\sqrt5$, and $W=0$ gives $\mu=1>-3$. Strictness matters for the equality clause: for the $2\times2$ identity matrix, $E=1$ and $\psi=(1,1)/\sqrt2$, the choice $W=0$ gives $\mu=E$ although $\chi\notin W$.

## What `atomic_balance` says

`L` and `S` are finite-dimensional complex inner product spaces for the large and small components. `Spinor L S` is their Hilbert sum, and `diracBlock A B D` is $H$, with the adjoint of `B` at the lower left. The type `V` in the code is a general inner product space, not the potential. `ψ.fst` and `ψ.snd` are $\varphi$ and $\chi$. `trialSpace ψ.fst W` is $\mathrm{span}(\varphi)\oplus W$, `compression` is $J^\dagger HJ$, and `energyLevels` is the set of real eigenvalues. In a non-orthogonal Gaussian basis, the compressed problem is the usual generalised eigenvalue problem with an overlap matrix.

The hypotheses `hA` and `hD` make the diagonal blocks Hermitian, and `hψ` is the eigenvalue equation. Given the gap, `hφ` only excludes $\psi=0$. The gap `hE` is assumed, not derived. Physically, it places the electronic level above the small-component block; for an attractive potential, $D$ lies below $-2c^2$ and bound electronic levels lie above it.

The conclusion gives a greatest eigenvalue `μ` with `μ ≤ E` and `μ = E ↔ ψ.snd ∈ W`. For basis-set design, this supports contracting both components from the same atomic eigenvector, in a finite one-electron model with a single contracted large function. The reference $E$ is the level of the uncontracted matrix, not of the Dirac operator in a complete basis. Several contracted functions together, or a change of potential from atom to molecule, would need a further argument.

In Lean 4 with Mathlib:

```lean
import Mathlib

namespace AtomicBalance

noncomputable section

variable {V L S : Type*}
  [NormedAddCommGroup V] [InnerProductSpace ℂ V]
  [NormedAddCommGroup L] [InnerProductSpace ℂ L] [FiniteDimensional ℂ L]
  [NormedAddCommGroup S] [InnerProductSpace ℂ S] [FiniteDimensional ℂ S]

/-- Spinors with a large component in `L` and a small component in `S`. -/
abbrev Spinor (L S : Type*) := WithLp 2 (L × S)

/-- The block Hamiltonian `(φ, χ) ↦ (A φ + B χ, B† φ + D χ)`. -/
def diracBlock (A : L →ₗ[ℂ] L) (B : S →ₗ[ℂ] L) (D : S →ₗ[ℂ] S) :
    Spinor L S →ₗ[ℂ] Spinor L S :=
  (WithLp.linearEquiv 2 ℂ (L × S)).symm.toLinearMap ∘ₗ
    ((A.coprod B).prod ((LinearMap.adjoint B).coprod D)) ∘ₗ
    (WithLp.linearEquiv 2 ℂ (L × S)).toLinearMap

/-- The trial space: multiples of `φ` as large component, elements of `W` as small component. -/
def trialSpace (φ : L) (W : Submodule ℂ S) : Submodule ℂ (Spinor L S) :=
  ((Submodule.span ℂ {φ}).prod W).comap (WithLp.linearEquiv 2 ℂ (L × S)).toLinearMap

/-- The compression `J† H J` of an operator to a subspace with inclusion map `J`. -/
def compression [FiniteDimensional ℂ V] (H : V →ₗ[ℂ] V) (T : Submodule ℂ V) : T →ₗ[ℂ] T :=
  LinearMap.adjoint T.subtype ∘ₗ H ∘ₗ T.subtype

/-- The real eigenvalues of an operator. -/
def energyLevels (H : V →ₗ[ℂ] V) : Set ℝ := {μ | Module.End.HasEigenvalue H (μ : ℂ)}

omit [FiniteDimensional ℂ L] [FiniteDimensional ℂ S] in
/-- The overlap of two spinors is the sum of the overlaps of their components. -/
theorem spinor_inner (x y : Spinor L S) :
    inner ℂ x y = inner ℂ x.fst y.fst + inner ℂ x.snd y.snd :=
  WithLp.prod_inner_apply x y

/-- In an eigenvector the expectation value is the eigenvalue times the squared norm. -/
theorem eigen_expectation {H : V →ₗ[ℂ] V} {μ : ℝ} {x : V} (h : H x = (μ : ℂ) • x) :
    (inner ℂ (H x) x).re = μ * ‖x‖ ^ 2 := by
  rw [h, inner_smul_left, Complex.conj_ofReal, Complex.re_ofReal_mul]
  exact congrArg (fun t => μ * t) (inner_self_eq_norm_sq (𝕜 := ℂ) x)

/-- A Hermitian operator on a nonzero finite-dimensional space has a largest eigenvalue, and the
real part of `⟨H x, x⟩` is at most this eigenvalue times `‖x‖²` for every `x`. -/
theorem exists_top_eigenvalue [FiniteDimensional ℂ V] [Nontrivial V] {H : V →ₗ[ℂ] V}
    (hH : H.IsSymmetric) :
    ∃ μ : ℝ, IsGreatest (energyLevels H) μ ∧ ∀ x, (inner ℂ (H x) x).re ≤ μ * ‖x‖ ^ 2 := by
  -- Rayleigh quotients are bounded by the operator norm
  have hb : BddAbove (Set.range fun x : {x : V // x ≠ 0} =>
      RCLike.re (inner ℂ (H x) (x : V)) / ‖(x : V)‖ ^ 2) := by
    refine ⟨‖LinearMap.toContinuousLinearMap H‖, ?_⟩
    rintro _ ⟨x, rfl⟩
    have hx : 0 < ‖(x : V)‖ := norm_pos_iff.2 x.2
    have h1 := (RCLike.re_le_norm (inner ℂ (H x) (x : V))).trans (norm_inner_le_norm _ _)
    have h2 : ‖H x‖ ≤ ‖LinearMap.toContinuousLinearMap H‖ * ‖(x : V)‖ :=
      (LinearMap.toContinuousLinearMap H).le_opNorm x
    have h3 := mul_le_mul_of_nonneg_right h2 hx.le
    change _ / _ ≤ _
    rw [div_le_iff₀ (by positivity)]
    linarith [h1, h3, mul_assoc ‖LinearMap.toContinuousLinearMap H‖ ‖(x : V)‖ ‖(x : V)‖,
      congrArg (fun t => ‖LinearMap.toContinuousLinearMap H‖ * t) (sq ‖(x : V)‖)]
  have hray : ∀ x : V, (inner ℂ (H x) x).re ≤ (⨆ x : {x : V // x ≠ 0},
      RCLike.re (inner ℂ (H x) (x : V)) / ‖(x : V)‖ ^ 2) * ‖x‖ ^ 2 := by
    intro x
    by_cases hx : x = 0
    · simp [hx]
    · have hp : 0 < ‖x‖ := norm_pos_iff.2 hx
      exact (div_le_iff₀ (by positivity)).1 (le_ciSup hb ⟨x, hx⟩)
  refine ⟨_, ⟨hH.hasEigenvalue_iSup_of_finiteDimensional, ?_⟩, hray⟩
  intro ν hν
  obtain ⟨x, hx⟩ := Module.End.HasEigenvalue.exists_hasEigenvector hν
  have hp : 0 < ‖x‖ := norm_pos_iff.2 hx.2
  have h := hray x
  rw [eigen_expectation hx.apply_eq_smul] at h
  exact le_of_mul_le_mul_right h (by positivity)

/-- The block Hamiltonian is Hermitian when its diagonal blocks are. -/
theorem diracBlock_isSymmetric {A : L →ₗ[ℂ] L} (B : S →ₗ[ℂ] L) {D : S →ₗ[ℂ] S}
    (hA : A.IsSymmetric) (hD : D.IsSymmetric) : (diracBlock A B D).IsSymmetric := by
  intro x y
  have h1 : inner ℂ (A x.fst) y.fst = inner ℂ x.fst (A y.fst) := hA _ _
  have h2 : inner ℂ (D x.snd) y.snd = inner ℂ x.snd (D y.snd) := hD _ _
  have h3 := LinearMap.adjoint_inner_left B y.snd x.fst
  have h4 := LinearMap.adjoint_inner_right B x.snd y.fst
  rw [spinor_inner, spinor_inner]
  change inner ℂ (A x.fst + B x.snd) y.fst + inner ℂ (LinearMap.adjoint B x.fst + D x.snd) y.snd
    = inner ℂ x.fst (A y.fst + B y.snd) + inner ℂ x.snd (LinearMap.adjoint B y.fst + D y.snd)
  simp only [inner_add_left, inner_add_right]
  linear_combination h1 + h2 + h3 - h4

variable {A : L →ₗ[ℂ] L} {B : S →ₗ[ℂ] L} {D : S →ₗ[ℂ] S} {E : ℝ} {ψ : Spinor L S}

/-- For Hermitian blocks and an eigenspinor `ψ` of energy `E`, a trial spinor with large
component `a φ` has an energy defect given by `D - E` on its small-component error alone. -/
theorem energy_defect (hA : A.IsSymmetric) (hD : D.IsSymmetric)
    (hψ : diracBlock A B D ψ = (E : ℂ) • ψ) {x : Spinor L S} {a : ℂ}
    (hx : x.fst = a • ψ.fst) :
    inner ℂ (diracBlock A B D x) x - E * inner ℂ x x =
      inner ℂ (D (x.snd - a • ψ.snd)) (x.snd - a • ψ.snd)
        - E * inner ℂ (x.snd - a • ψ.snd) (x.snd - a • ψ.snd) := by
  -- the error is quadratic in the deviation from an eigenvector
  have key : ∀ y η : Spinor L S, diracBlock A B D y = (E : ℂ) • y →
      inner ℂ (diracBlock A B D (y + η)) (y + η) - E * inner ℂ (y + η) (y + η) =
        inner ℂ (diracBlock A B D η) η - E * inner ℂ η η := by
    intro y η hy
    have hs := diracBlock_isSymmetric B hA hD η y
    rw [hy, inner_smul_right] at hs
    rw [map_add, hy]
    simp only [inner_add_left, inner_add_right, inner_smul_left, Complex.conj_ofReal]
    linear_combination hs
  have k := key (a • ψ) (x - a • ψ) (by rw [map_smul, hψ, smul_comm])
  rw [add_sub_cancel] at k
  -- the deviation has no large component
  have h0 : (x - a • ψ).fst = 0 := by
    change x.fst - a • ψ.fst = 0
    rw [hx, sub_self]
  have h1 : (x - a • ψ).snd = x.snd - a • ψ.snd := rfl
  have h2 : (diracBlock A B D (x - a • ψ)).snd =
      LinearMap.adjoint B (x - a • ψ).fst + D (x - a • ψ).snd := rfl
  rw [k, spinor_inner, spinor_inner, h2, h0, h1]
  simp only [inner_zero_right, map_zero, zero_add]

/-- Let `(φ, χ)` be an eigenspinor of energy `E` of the block Hamiltonian, with Hermitian diagonal
blocks and `E` above all eigenvalues of `D`. Then a trial spinor with large component `a φ` has
energy at most `E`, and exactly `E` only if its small component is `a χ`. -/
theorem trial_energy (hA : A.IsSymmetric) (hD : D.IsSymmetric)
    (hψ : diracBlock A B D ψ = (E : ℂ) • ψ) (hE : ∀ d ∈ energyLevels D, d < E)
    {x : Spinor L S} {a : ℂ} (hx : x.fst = a • ψ.fst) :
    (inner ℂ (diracBlock A B D x) x).re ≤ E * ‖x‖ ^ 2 ∧
      ((inner ℂ (diracBlock A B D x) x).re = E * ‖x‖ ^ 2 → x.snd = a • ψ.snd) := by
  have h := congrArg Complex.re (energy_defect hA hD hψ hx)
  have n1 : (inner ℂ x x).re = ‖x‖ ^ 2 := inner_self_eq_norm_sq (𝕜 := ℂ) x
  have n2 : ∀ z : S, (inner ℂ z z).re = ‖z‖ ^ 2 := fun z => inner_self_eq_norm_sq (𝕜 := ℂ) z
  rw [Complex.sub_re, Complex.sub_re, Complex.re_ofReal_mul, Complex.re_ofReal_mul, n1, n2] at h
  by_cases hz : x.snd - a • ψ.snd = 0
  · refine ⟨?_, fun _ => sub_eq_zero.1 hz⟩
    simp only [hz, map_zero, inner_zero_left, Complex.zero_re, norm_zero] at h
    linarith
  · -- a nonzero error lowers the energy, since `D` lies below `E`
    have : Nontrivial S := ⟨⟨_, 0, hz⟩⟩
    obtain ⟨d, hd, hray⟩ := exists_top_eigenvalue hD
    have hp : 0 < ‖x.snd - a • ψ.snd‖ ^ 2 := pow_pos (norm_pos_iff.2 hz) 2
    have h1 := hray (x.snd - a • ψ.snd)
    have h2 := mul_lt_mul_of_pos_right (hE d hd.1) hp
    exact ⟨by linarith, fun h3 => by linarith⟩

/-- Atomic balance: let `(φ, χ)` with `φ ≠ 0` be an eigenspinor of a Hermitian block Hamiltonian,
with energy `E` above all eigenvalues of `D`. In the trial space `span φ ⊕ W` the largest
eigenvalue is at most `E`, and it equals `E` if and only if `χ` lies in `W`. -/
theorem atomic_balance (hA : A.IsSymmetric) (hD : D.IsSymmetric)
    (hψ : diracBlock A B D ψ = (E : ℂ) • ψ) (hφ : ψ.fst ≠ 0)
    (hE : ∀ d ∈ energyLevels D, d < E) (W : Submodule ℂ S) :
    ∃ μ : ℝ, IsGreatest
        (energyLevels (compression (diracBlock A B D) (trialSpace ψ.fst W))) μ ∧
      μ ≤ E ∧ (μ = E ↔ ψ.snd ∈ W) := by
  have hsym : (compression (diracBlock A B D) (trialSpace ψ.fst W)).IsSymmetric := by
    intro u v
    change inner ℂ (LinearMap.adjoint (trialSpace ψ.fst W).subtype (diracBlock A B D u)) v =
      inner ℂ u (LinearMap.adjoint (trialSpace ψ.fst W).subtype (diracBlock A B D v))
    rw [LinearMap.adjoint_inner_left, LinearMap.adjoint_inner_right]
    exact diracBlock_isSymmetric B hA hD _ _
  have hmem : WithLp.toLp 2 (ψ.fst, (0 : S)) ∈ trialSpace ψ.fst W :=
    ⟨Submodule.mem_span_singleton_self _, W.zero_mem⟩
  have : Nontrivial (trialSpace ψ.fst W) :=
    ⟨⟨⟨_, hmem⟩, 0, fun h => by
      have h' := congrArg (fun z : trialSpace ψ.fst W => (z : Spinor L S).fst) h
      exact hφ h'⟩⟩
  obtain ⟨μ, hμ, -⟩ := exists_top_eigenvalue hsym
  obtain ⟨u, hu⟩ := Module.End.HasEigenvalue.exists_hasEigenvector hμ.1
  have hp : 0 < ‖u‖ ^ 2 := pow_pos (norm_pos_iff.2 hu.2) 2
  have hu2 : (u : Spinor L S).fst ∈ Submodule.span ℂ {ψ.fst} ∧ (u : Spinor L S).snd ∈ W := u.2
  obtain ⟨a, ha⟩ := Submodule.mem_span_singleton.1 hu2.1
  have hfst : (u : Spinor L S).fst = a • ψ.fst := ha.symm
  -- the top eigenvector of the compression is a trial spinor of energy `μ`
  have hen : (inner ℂ (diracBlock A B D u) (u : Spinor L S)).re = μ * ‖u‖ ^ 2 := by
    rw [← eigen_expectation hu.apply_eq_smul]
    exact congrArg Complex.re
      (LinearMap.adjoint_inner_left (trialSpace ψ.fst W).subtype u (diracBlock A B D u)).symm
  obtain ⟨hle, heq⟩ := trial_energy hA hD hψ hE hfst
  have hμE : μ ≤ E := le_of_mul_le_mul_right (hen.symm.le.trans hle) hp
  refine ⟨μ, hμ, hμE, fun h => ?_, fun hW => le_antisymm hμE (hμ.2 ?_)⟩
  · have hsnd := heq (hen.trans (congrArg (fun t => t * ‖u‖ ^ 2) h))
    have ha0 : a ≠ 0 := by
      rintro rfl
      rw [zero_smul] at hfst hsnd
      exact hu.2 (Subtype.ext (WithLp.ofLp_injective 2 (Prod.ext hfst hsnd)))
    have hm : a • ψ.snd ∈ W := by
      rw [← hsnd]
      exact hu2.2
    exact (W.smul_mem_iff ha0).1 hm
  · -- if `χ ∈ W`, the exact eigenspinor is itself a trial spinor
    have hT : ψ ∈ trialSpace ψ.fst W := ⟨Submodule.mem_span_singleton_self _, hW⟩
    refine Module.End.hasEigenvalue_of_hasEigenvector (x := ⟨ψ, hT⟩)
      ⟨Module.End.mem_eigenspace_iff.2 (ext_inner_right ℂ fun v => ?_), fun h => by
        have h' := congrArg (fun z : trialSpace ψ.fst W => (z : Spinor L S).fst) h
        exact hφ h'⟩
    change inner ℂ (LinearMap.adjoint (trialSpace ψ.fst W).subtype (diracBlock A B D ψ)) v = _
    rw [LinearMap.adjoint_inner_left, hψ]
    rfl

/-- If `E` lies above all eigenvalues of `D`, the small component of an eigenspinor of energy `E`
is the only solution `w` of the balance equation `(E - D) w = B† φ`. -/
theorem balance_equation (hψ : diracBlock A B D ψ = (E : ℂ) • ψ)
    (hE : ∀ d ∈ energyLevels D, d < E) (w : S) :
    (E : ℂ) • w - D w = LinearMap.adjoint B ψ.fst ↔ w = ψ.snd := by
  have hs : LinearMap.adjoint B ψ.fst + D ψ.snd = (E : ℂ) • ψ.snd :=
    congrArg (fun z : Spinor L S => z.snd) hψ
  constructor
  · intro h
    by_contra hne
    -- two solutions would differ by an eigenvector of `D` at `E`
    have hd : D (w - ψ.snd) = (E : ℂ) • (w - ψ.snd) := by
      rw [map_sub, smul_sub]
      linear_combination (norm := module) (-1 : ℂ) • h - hs
    exact lt_irrefl E (hE E (Module.End.hasEigenvalue_of_hasEigenvector
      ⟨Module.End.mem_eigenspace_iff.2 hd, sub_ne_zero.2 hne⟩))
  · rintro rfl
    rw [← hs]
    abel

/-- The two-level Hamiltonian `[[1, 2], [2, -2]]` with eigenspinor `(2, 1)` and energy `2` meets
all the hypotheses of atomic balance. -/
theorem atomic_balance_witness :
    (LinearMap.id : ℂ →ₗ[ℂ] ℂ).IsSymmetric ∧
    ((-2 : ℂ) • (LinearMap.id : ℂ →ₗ[ℂ] ℂ)).IsSymmetric ∧
    diracBlock (LinearMap.id : ℂ →ₗ[ℂ] ℂ) ((2 : ℂ) • LinearMap.id) ((-2 : ℂ) • LinearMap.id)
      (WithLp.toLp 2 ((2 : ℂ), (1 : ℂ))) = ((2 : ℝ) : ℂ) • WithLp.toLp 2 ((2 : ℂ), (1 : ℂ)) ∧
    (WithLp.toLp 2 ((2 : ℂ), (1 : ℂ))).fst ≠ 0 ∧
    ∀ d ∈ energyLevels ((-2 : ℂ) • (LinearMap.id : ℂ →ₗ[ℂ] ℂ)), d < 2 := by
  have hc : (starRingEnd ℂ) 2 = 2 := Complex.ext (Complex.conj_re 2) (by simp)
  have hB : LinearMap.adjoint ((2 : ℂ) • (LinearMap.id : ℂ →ₗ[ℂ] ℂ)) =
      (2 : ℂ) • LinearMap.id := by
    symm
    rw [LinearMap.eq_adjoint_iff]
    intro x y
    simp
    rw [hc]
    ring
  refine ⟨fun x y => rfl, fun x y => ?_, ?_, two_ne_zero, fun d hd => ?_⟩
  · simp
    rw [hc]
    ring
  · refine WithLp.ofLp_injective 2 (Prod.ext ?_ ?_)
    · change (2 : ℂ) + 2 * 1 = ((2 : ℝ) : ℂ) * 2
      norm_num
    · change LinearMap.adjoint ((2 : ℂ) • (LinearMap.id : ℂ →ₗ[ℂ] ℂ)) 2 + (-2 : ℂ) * 1 =
        ((2 : ℝ) : ℂ) * 1
      rw [hB]
      change (2 : ℂ) * 2 + (-2 : ℂ) * 1 = ((2 : ℝ) : ℂ) * 1
      norm_num
  · obtain ⟨x, hx⟩ := Module.End.HasEigenvalue.exists_hasEigenvector hd
    have h : (-2 : ℂ) * x = (d : ℂ) * x := hx.apply_eq_smul
    have h2 : (-2 : ℂ) = (d : ℂ) := mul_right_cancel₀ hx.2 h
    have h3 : (-2 : ℝ) = d := by exact_mod_cast h2
    linarith

end

end AtomicBalance
```

```lean
#print axioms AtomicBalance.trial_energy
#print axioms AtomicBalance.atomic_balance
#print axioms AtomicBalance.balance_equation
```

```
'AtomicBalance.trial_energy' depends on axioms: [propext, Classical.choice, Quot.sound]
'AtomicBalance.atomic_balance' depends on axioms: [propext, Classical.choice, Quot.sound]
'AtomicBalance.balance_equation' depends on axioms: [propext, Classical.choice, Quot.sound]
```

## From the energy defect to the equality case

`exists_top_eigenvalue` bounds the Rayleigh quotients by the operator norm and uses Mathlib's result that their supremum is an eigenvalue. `eigen_expectation` then shows that no eigenvalue is larger. `diracBlock_isSymmetric` expands the inner products by components with `spinor_inner` and moves `B` across them.

In `energy_defect`, the step `key` is the expansion around an eigenvector: Hermiticity removes the cross terms through `linear_combination hs`. It is applied to `a • ψ` and `x - a • ψ`, whose large component vanishes. `trial_energy` splits on whether $\delta=0$; if not, the top eigenvalue of `D` supplies the strict inequality.

`atomic_balance` first shows that the compression is Hermitian and that the trial space is nonzero, since it contains $(\varphi,0)$. It then takes a top eigenvector `u`, writes its large component as `a • ψ.fst`, and applies `trial_energy`. In the equality case, `ha0` proves $a\neq0$, which permits the division by $a$. For the converse, `ext_inner_right` checks the compressed eigenvalue equation for `ψ` against every trial vector.

`balance_equation` proves uniqueness by noting that two different solutions would differ by an eigenvector of `D` at `E`. `atomic_balance_witness` verifies all the hypotheses for the two-level matrix above with $E=2$.
